# Oscillator strengths from transverse and longitudinal frequencies: uniqueness and a sum rule for distinct transverse modes

A code for the infrared response of a polar crystal may take its oscillator strengths from one source and its longitudinal frequencies from another. If the two sets disagree, the dielectric function built from the strengths vanishes at frequencies other than the longitudinal ones, and the reflection bands computed from it end in the wrong places. For undamped modes with distinct transverse frequencies, the transverse and longitudinal frequencies and the high-frequency dielectric constant already fix the strengths, so the disagreement can be detected.

## What the frequencies fix

Let $x=\omega^2$ be the squared frequency, $T_1,\dots,T_n$ the squared transverse frequencies, all distinct, and $L_1,\dots,L_n$ the squared longitudinal ones. The constant $e$ is the high-frequency dielectric constant, usually written $\varepsilon_\infty$: the response of the electrons alone, at frequencies far above the lattice vibrations and far below the electronic transitions. It is not the elementary charge. The undamped dielectric function in factorised form is

$$\varepsilon(x)=e\prod_{j}\frac{L_j-x}{T_j-x}.$$

There is exactly one set of strengths $S_j$ with

$$\varepsilon(x)=e+\sum_j\frac{S_j}{T_j-x}\quad\text{for all }x\notin\{T_1,\dots,T_n\},$$

and it satisfies

$$S_j=e\,(L_j-T_j)\prod_{k\ne j}\frac{L_k-T_j}{T_k-T_j},\qquad \sum_j S_j=e\sum_j(L_j-T_j).$$

These $S_j$ carry the unit of a squared frequency. Many texts use the dimensionless strength $S_j/T_j$ instead, and the sum rule doesn't hold for that quantity as written.

## Phonon output and oscillator models

A fitting program may store a spectrum in either form. When damping is left out, the formula for $S_j$ converts the product into the sum. In electronic-structure work, a phonon calculation can supply the $S_j$ through mode effective charges and the $L_j$ through the dynamical matrix with its long-range field term. For an undamped harmonic crystal and one fixed direction of the wavevector, the sum rule compares the two outputs. Equal totals don't show that each strength is right; the formula for $S_j$ checks them one by one. It needs distinct transverse frequencies, but in a cubic crystal each polar mode at zero wavevector is threefold degenerate without the field term. For a fixed direction, the field term leaves two of the three copies at the transverse frequency. Those two are removed from both lists before the formula is used, and $S_j$ is then the total strength of the degenerate set along that direction.

## Adding one mode at a time

A single factor is one plus a single pole:

$$\frac{L-x}{T-x}=1+\frac{L-T}{T-x}.$$

For a finite set $s$ of modes, define the weights

$$w_j^{s}=(L_j-T_j)\prod_{k\in s,\,k\ne j}\frac{L_k-T_j}{T_k-T_j}.$$

The claim is that $P_s(x)=\prod_{j\in s}(L_j-x)/(T_j-x)$ equals $1+\sum_{j\in s}w_j^s/(T_j-x)$. For the empty set both sides are 1. Now add a mode $a\notin s$ and write $s'=s\cup\{a\}$. The definition and the claim for $s$, taken at $x=T_a$, give

$$w_j^{s'}=w_j^s\,\frac{L_a-T_j}{T_a-T_j}\quad(j\in s),\qquad w_a^{s'}=(L_a-T_a)\,(1+C),\qquad C=\sum_{j\in s}\frac{w_j^s}{T_j-T_a}.$$

Putting the right-hand side over a common denominator confirms that

$$\frac{L_a-T_j}{(T_a-T_j)(T_j-x)}=\frac{L_a-x}{(T_a-x)(T_j-x)}-\frac{L_a-T_a}{(T_a-x)(T_j-T_a)}.$$

Multiply by $w_j^s$ and sum over $s$. With $\Sigma=\sum_{j\in s}w_j^s/(T_j-x)$, the old modes contribute

$$\frac{L_a-x}{T_a-x}\,\Sigma-\frac{L_a-T_a}{T_a-x}\,C.$$

The new mode contributes $(L_a-T_a)(1+C)/(T_a-x)$, so the terms in $C$ cancel. Including the leading 1, the total is

$$1+\frac{L_a-T_a}{T_a-x}+\frac{L_a-x}{T_a-x}\,\Sigma=\frac{L_a-x}{T_a-x}\,(1+\Sigma)=P_{s'}(x).$$

The sum of the weights follows in the same way. Since

$$w_j^{s'}=w_j^s\left(1+\frac{L_a-T_a}{T_a-T_j}\right)=w_j^s-(L_a-T_a)\frac{w_j^s}{T_j-T_a},$$

the old modes together lose $(L_a-T_a)C$. The new mode brings $(L_a-T_a)(1+C)$, and the total grows by $L_a-T_a$. Hence $\sum_{j\in s}w_j^s=\sum_{j\in s}(L_j-T_j)$. Taking all modes and multiplying by $e$ gives the expansion and the sum rule.

For uniqueness, suppose that $S$ and $S'$ give the same sum away from the poles. Multiplying by $\prod_k(T_k-x)$ shows that

$$g_S(x)=\sum_j S_j\prod_{k\ne j}(T_k-x)$$

agrees with $g_{S'}(x)$ except perhaps at finitely many points, and by continuity everywhere. At $x=T_i$ only one term survives, so $S_i\prod_{k\ne i}(T_k-T_i)=S'_i\prod_{k\ne i}(T_k-T_i)$. The product is nonzero, hence $S_i=S'_i$.

Finally, let $e>0$ and let the frequencies interlace: $T_1<L_1<T_2<L_2<\cdots$. In the formula for $S_j$, the factor $L_j-T_j$ is positive. For $k<j$ both $L_k-T_j$ and $T_k-T_j$ are negative; for $k>j$ both are positive. Every strength is therefore positive.

## The derivation in Lean

```lean
import Mathlib

open Finset

namespace DielectricStrengthSumRule

noncomputable section

variable {ι : Type*} [Fintype ι] [DecidableEq ι]

/-- The factorised dielectric function `e ∏ (L j - x) / (T j - x)` of the squared frequency `x`,
with squared transverse frequencies `T` and squared longitudinal frequencies `L`.
Its domain is the set of `x` different from every `T j`. -/
def dielectric (e : ℝ) (T L : ι → ℝ) (x : ℝ) : ℝ :=
  e * ∏ j, (L j - x) / (T j - x)

/-- The strengths `S` reproduce the factorised dielectric function as a constant `e` plus a sum of
oscillator poles, at every squared frequency `x` that is not a pole. -/
def HasPoleExpansion (e : ℝ) (T L S : ι → ℝ) : Prop :=
  ∀ x, (∀ j, x ≠ T j) → dielectric e T L x = e + ∑ j, S j / (T j - x)

omit [Fintype ι] in
/-- The strength of mode `j`, in units of `e`, when the other modes present are those in `s`.
Its domain is that of distinct transverse frequencies. -/
def weight (T L : ι → ℝ) (s : Finset ι) (j : ι) : ℝ :=
  (L j - T j) * ∏ k ∈ s.erase j, (L k - T j) / (T k - T j)

/-- The oscillator strength of mode `j` in terms of all transverse and longitudinal frequencies.
Its domain is that of distinct transverse frequencies. -/
def strength (e : ℝ) (T L : ι → ℝ) (j : ι) : ℝ :=
  e * weight T L univ j

/-- Away from its pole, the factor of a single mode is one plus a single oscillator term. -/
theorem single_mode {l t x : ℝ} (h : t - x ≠ 0) :
    (l - x) / (t - x) = 1 + (l - t) / (t - x) := by
  rw [div_eq_iff h, add_mul, div_mul_cancel₀ _ h]
  ring

omit [Fintype ι] in
/-- Adding a new mode `a` multiplies the weight of a mode `j` already present by
`(L a - T j) / (T a - T j)`. -/
theorem weight_insert (T L : ι → ℝ) {s : Finset ι} {a j : ι} (ha : a ∉ s) (hj : j ∈ s) :
    weight T L (insert a s) j = weight T L s j * ((L a - T j) / (T a - T j)) := by
  have hne : a ≠ j := by
    rintro rfl
    exact ha hj
  unfold weight
  rw [Finset.erase_insert_of_ne hne,
    Finset.prod_insert (fun h => ha (Finset.mem_of_mem_erase h))]
  ring

omit [Fintype ι] in
/-- Partial fractions: for distinct transverse frequencies and `x` away from the poles, the product
of the factors of the modes in `s` is one plus the sum of their weighted oscillator terms. -/
theorem prod_eq_one_add_sum {T : ι → ℝ} (hT : Function.Injective T) (L : ι → ℝ)
    (s : Finset ι) : ∀ x, (∀ j ∈ s, x ≠ T j) →
      ∏ j ∈ s, (L j - x) / (T j - x) = 1 + ∑ j ∈ s, weight T L s j / (T j - x) := by
  induction s using Finset.induction_on with
  | empty =>
    intro x _
    simp
  | insert a s ha ih =>
    intro x hx
    have hxa : T a - x ≠ 0 := sub_ne_zero.2 (hx a (Finset.mem_insert_self a s)).symm
    -- the weight of the new mode is the old product evaluated at the new pole
    have hw : weight T L (insert a s) a
        = (L a - T a) * (1 + ∑ j ∈ s, weight T L s j / (T j - T a)) := by
      rw [weight, Finset.erase_insert ha, ih (T a) (fun j hj h => ha (hT h ▸ hj))]
    have hs : ∑ j ∈ s, weight T L (insert a s) j / (T j - x)
        = (L a - x) / (T a - x) * ∑ j ∈ s, weight T L s j / (T j - x)
          - (L a - T a) / (T a - x) * ∑ j ∈ s, weight T L s j / (T j - T a) := by
      rw [Finset.mul_sum, Finset.mul_sum, ← Finset.sum_sub_distrib]
      refine Finset.sum_congr rfl fun j hj => ?_
      have hj1 : T j - x ≠ 0 := sub_ne_zero.2 (hx j (Finset.mem_insert_of_mem hj)).symm
      have hj2 : T a - T j ≠ 0 := sub_ne_zero.2 (fun h => ha (hT h ▸ hj))
      rw [weight_insert T L ha hj, ← neg_sub (T a) (T j)]
      field_simp
      ring
    rw [Finset.prod_insert ha, Finset.sum_insert ha,
      ih x (fun j hj => hx j (Finset.mem_insert_of_mem hj)), hw, hs]
    linear_combination single_mode (l := L a) hxa

omit [Fintype ι] in
/-- For distinct transverse frequencies, the weights of the modes in `s` add up to the sum of the
splittings `L j - T j`. -/
theorem sum_weight {T : ι → ℝ} (hT : Function.Injective T) (L : ι → ℝ) (s : Finset ι) :
    ∑ j ∈ s, weight T L s j = ∑ j ∈ s, (L j - T j) := by
  induction s using Finset.induction_on with
  | empty => simp
  | insert a s ha ih =>
    have hw : weight T L (insert a s) a
        = (L a - T a) * (1 + ∑ j ∈ s, weight T L s j / (T j - T a)) := by
      rw [weight, Finset.erase_insert ha,
        prod_eq_one_add_sum hT L s (T a) (fun j hj h => ha (hT h ▸ hj))]
    -- what the new mode gains from the old ones, they lose
    have hs : ∑ j ∈ s, weight T L (insert a s) j
        = ∑ j ∈ s, weight T L s j
          - (L a - T a) * ∑ j ∈ s, weight T L s j / (T j - T a) := by
      rw [Finset.mul_sum, ← Finset.sum_sub_distrib]
      refine Finset.sum_congr rfl fun j hj => ?_
      have hj2 : T a - T j ≠ 0 := sub_ne_zero.2 (fun h => ha (hT h ▸ hj))
      rw [weight_insert T L ha hj, single_mode hj2, ← neg_sub (T a) (T j), div_neg]
      ring
    rw [Finset.sum_insert ha, Finset.sum_insert ha, hw, hs, ← ih]
    ring

/-- Two sums of oscillator terms with the same distinct poles that agree at every `x` away from
the poles have the same strengths. -/
theorem strengths_unique {T S S' : ι → ℝ} (hT : Function.Injective T)
    (h : ∀ x, (∀ j, x ≠ T j) → ∑ j, S j / (T j - x) = ∑ j, S' j / (T j - x)) : S = S' := by
  -- clear denominators
  let g : (ι → ℝ) → ℝ → ℝ := fun R x => ∑ j, R j * ∏ k ∈ univ.erase j, (T k - x)
  have hc : ∀ R, Continuous (g R) := fun R =>
    continuous_finsetSum _ fun j _ => continuous_const.mul
      (continuous_finsetProd _ fun k _ => continuous_const.sub continuous_id)
  have hg : ∀ R x, (∀ j, x ≠ T j) → g R x = (∏ k, (T k - x)) * ∑ j, R j / (T j - x) := by
    intro R x hx
    change ∑ j, R j * ∏ k ∈ univ.erase j, (T k - x) = _
    rw [Finset.mul_sum]
    refine Finset.sum_congr rfl fun j _ => ?_
    have hj : T j - x ≠ 0 := sub_ne_zero.2 (hx j).symm
    have hp : (T j - x) * ∏ k ∈ univ.erase j, (T k - x) = ∏ k, (T k - x) :=
      Finset.mul_prod_erase univ (fun k => T k - x) (Finset.mem_univ j)
    rw [← hp, mul_right_comm, mul_div_cancel₀ _ hj]
  -- agreement away from finitely many points extends to the poles by continuity
  have heq : g S = g S' := by
    refine Continuous.ext_on ((Set.finite_range T).countable.dense_compl ℝ) (hc S) (hc S') ?_
    intro x hx
    have hx' : ∀ j, x ≠ T j := fun j hj => hx ⟨j, hj.symm⟩
    rw [hg S x hx', hg S' x hx', h x hx']
  funext i
  -- at the pole `T i` only the strength of mode `i` survives
  have hi : ∀ R, g R (T i) = R i * ∏ k ∈ univ.erase i, (T k - T i) := by
    intro R
    change ∑ j, R j * ∏ k ∈ univ.erase j, (T k - T i) = _
    refine Finset.sum_eq_single i (fun j _ hji => ?_) (fun h => absurd (Finset.mem_univ i) h)
    rw [Finset.prod_eq_zero (Finset.mem_erase.2 ⟨hji.symm, Finset.mem_univ i⟩) (sub_self _),
      mul_zero]
  have hne : ∏ k ∈ univ.erase i, (T k - T i) ≠ 0 :=
    Finset.prod_ne_zero_iff.2 fun k hk => sub_ne_zero.2 (hT.ne (Finset.ne_of_mem_erase hk))
  exact mul_right_cancel₀ hne ((hi S).symm.trans ((congrFun heq (T i)).trans (hi S')))

/-- For distinct transverse frequencies, strengths reproduce the factorised dielectric function
exactly when they are given by the explicit formula `strength`. -/
theorem hasPoleExpansion_iff {T : ι → ℝ} (hT : Function.Injective T) (e : ℝ) (L S : ι → ℝ) :
    HasPoleExpansion e T L S ↔ S = strength e T L := by
  have h0 : HasPoleExpansion e T L (strength e T L) := by
    intro x hx
    unfold dielectric strength
    rw [prod_eq_one_add_sum hT L univ x (fun j _ => hx j), mul_add, mul_one, Finset.mul_sum]
    exact congrArg (e + ·) (Finset.sum_congr rfl fun j _ => (mul_div_assoc _ _ _).symm)
  constructor
  · intro h
    refine strengths_unique hT fun x hx => ?_
    have h1 := h x hx
    have h2 := h0 x hx
    linarith
  · rintro rfl
    exact h0

/-- For distinct transverse frequencies the factorised dielectric function has exactly one
expansion in oscillator poles, and its strengths add up to `e ∑ (L j - T j)`. -/
theorem strength_sum_rule {T : ι → ℝ} (hT : Function.Injective T) (e : ℝ) (L : ι → ℝ) :
    (∃! S, HasPoleExpansion e T L S) ∧
      ∀ S, HasPoleExpansion e T L S → ∑ j, S j = e * ∑ j, (L j - T j) := by
  refine ⟨⟨strength e T L, (hasPoleExpansion_iff hT e L _).2 rfl,
    fun S hS => (hasPoleExpansion_iff hT e L S).1 hS⟩, fun S hS => ?_⟩
  rw [(hasPoleExpansion_iff hT e L S).1 hS, ← sum_weight hT L univ, Finset.mul_sum]
  rfl

/-- If `e > 0` and the frequencies interlace, each longitudinal one lying above its transverse
partner and below all later transverse ones, then every oscillator strength is positive. -/
theorem strength_pos_of_interlacing {n : ℕ} {e : ℝ} {T L : Fin n → ℝ} (he : 0 < e)
    (hTL : ∀ j, T j < L j) (hLT : ∀ j k, j < k → L j < T k) (j : Fin n) :
    0 < strength e T L j := by
  refine mul_pos he (mul_pos (sub_pos.2 (hTL j)) (Finset.prod_pos fun k hk => ?_))
  rcases lt_or_gt_of_ne (Finset.ne_of_mem_erase hk) with h | h
  · -- a lower mode: numerator and denominator are both negative
    have h1 := hLT k j h
    have h2 := hTL k
    exact div_pos_of_neg_of_neg (by linarith) (by linarith)
  · -- a higher mode: both are positive
    have h1 := hLT j k h
    have h2 := hTL j
    have h3 := hTL k
    exact div_pos (by linarith) (by linarith)

end

end DielectricStrengthSumRule
```

```lean
#print axioms DielectricStrengthSumRule.strength_sum_rule
#print axioms DielectricStrengthSumRule.strength_pos_of_interlacing
```

```
'DielectricStrengthSumRule.strength_sum_rule' depends on axioms: [propext, Classical.choice, Quot.sound]
'DielectricStrengthSumRule.strength_pos_of_interlacing' depends on axioms: [propext, Classical.choice, Quot.sound]
```

## Statements and lemmas in words

The modes are labelled by a finite type `ι`, which may be empty. `T` and `L` assign a real number to each label, so negative squared frequencies of unstable modes are allowed. The shared label doesn't claim a physical pairing: relabelling `L` changes neither the product nor the total. `Function.Injective T` says that the transverse frequencies are distinct. If two coincided, the product could have a double pole, which no such sum reproduces. Where an expansion did exist, strength could be moved from one of the two modes to the other without changing the sum, so the expansion wouldn't be unique.

`HasPoleExpansion e T L S` says that the strengths `S` reproduce `dielectric` at every `x` that differs from all `T j`. The theorem `strength_sum_rule` states that exactly one such `S` exists (`∃!`) and that any such `S` obeys the sum rule, for every real `e`. `hasPoleExpansion_iff` identifies it with the explicit `strength`. Only `strength_pos_of_interlacing` needs `0 < e`; it labels the modes by `Fin n`, which supplies their order.

The lemmas `single_mode` and `weight_insert` are the one-factor identity and the rule for old weights. In `prod_eq_one_add_sum`, `hw` is the new weight and `hs` the contribution of the old modes; `field_simp` and `ring` check the common-denominator identity, and `linear_combination` finishes with the one-factor identity. `sum_weight` repeats the pattern for the total. In `strengths_unique`, `g` is the function with cleared denominators, `Continuous.ext_on` extends the agreement to the poles, and `hi` evaluates at one of them.

## An induction hypothesis for every frequency

The partial-fraction lemma is proved by `Finset.induction_on`, which adds one mode to a finite set. Its statement has `∀ x` after the colon, so the frequency is part of what is proved by induction. The hypothesis `ih` is then a function that accepts any admissible frequency, and the step uses it twice: as `ih x` to rewrite the old product, and as `ih (T a)` to find the weight of the new mode. Had `x` been fixed before the induction, `ih` would speak of that one frequency only, and the second use would be unavailable. Distinctness enters here too, because `T a` is admissible only if it differs from every earlier pole.

## From the product to a crystal

The theorems guarantee the algebra that links the two forms, for any finite number of modes with distinct transverse frequencies. They start from the factorised function. That a given crystal has this dielectric function, with zeros at its longitudinal frequencies, is physical input: it needs harmonic, undamped modes and a single component of the dielectric tensor. Interlacing is likewise assumed and not derived from a force model.

The numbers are real, not floating-point. When two transverse frequencies nearly coincide, a small difference $T_k-T_j$ stands in a denominator, and the computed strengths can be sensitive to rounding of the input.
